# Truncated inner loops: the Lipschitz constant $q^m+AL(1-q^m)/(1-q)$ and its threshold $AL+q<1$

## What stays frozen during the inner sweeps

When a self-consistent calculation contains an inner iteration that is stopped after a few sweeps, one has to choose what an "outer step" is before asking whether the steps converge. Here the outer quantity is computed once, held fixed for $m$ inner sweeps, and then recomputed. The sweeps start from the current inner variable, not from a fresh guess.

A quantum region embedded in polarisable sites gives an example. Let $y=(\mu_i)$ be the induced dipoles and $x=\rho$ the electron density. One inner sweep at frozen density is

$$\mu_i \leftarrow \alpha_i\Big(E_i[\rho]+\sum_{j\neq i} D_{ij}\mu_j\Big),$$

where $\alpha_i$ is the polarisability of site $i$, $E_i[\rho]$ is the field there from the quantum region, and $D_{ij}$ is the dipole field tensor. Write this sweep as $G(x,y)$, and write $F(y)$ for the density found in the field of the dipoles $y$. These letters denote general maps: $F$ is not a Fock matrix and $G$ is not a Green function. The outer step with $m$ sweeps is

$$T_m(y)=G(F(y),\cdot)^m(y).$$

## Three sensitivities

The hypotheses are

$$\|G(x,y)-G(x',y')\|\le A\|x-x'\|+q\|y-y'\|,\qquad \|F(y)-F(y')\|\le L\|y-y'\|,$$

with $A\ge0$ and $0\le q<1$. In the example, $A$ bounds how strongly a density change alters the dipoles in one sweep, $q$ bounds the mutual polarisation of the dipoles, and $L$ bounds the response of the density to them. The condition $q<1$ says that the sweeps at frozen density contract. The product $AL$ is dimensionless, as is $q$.

In the dipole model the sweep is affine, so the first bound follows from the triangle inequality once the map from density to field is bounded in the chosen norms. The condition $q<1$ must be checked separately: it can fail when strongly polarisable sites lie close together. It must also be shown that the electronic response satisfies the second bound for all pairs of dipole configurations. Near a closing gap this second bound may fail, and a bound known only near the solution also requires that the iterates stay there.

## The statement and its Lean form

Define

$$r(m)=q^m+AL\,\frac{1-q^m}{1-q}.$$

Then $T_m$ is Lipschitz with constant $r(m)$, and for $m\ge1$ this constant is below one exactly when $AL+q<1$.

In Lean, `X` and `Y` are the spaces of $x$ and $y$, `G x y` is one sweep, `truncatedStep F G m y` is $T_m(y)$, and `truncatedRate A L q m` is $r(m)$. The notation `^[m]` means $m$-fold application. Distances `dist` replace norms of differences, so normed spaces are a special case. The hypotheses `hG` and `hF` are the two displayed bounds.

- `truncatedStep_lipschitz` gives the Lipschitz bound for every $m$, including zero.
- `truncatedRate_lt_one_iff` gives the threshold for $m\neq0$.
- `truncatedRate_succ_lt_iff` says that, for $0<q<1$, another sweep lowers $r(m)$ exactly when $AL+q<1$.
- `outer_loop_converges` adds $L\ge0$ and a nonempty complete space `Y`. If $AL+q<1$, there is exactly one $p$ with $G(F(p),p)=p$, and the outer iteration converges to it from every start for every $m\ge1$.
- `linear_model_converges_iff` shows that the threshold is sharp for a scalar model.

The threshold concerns an upper bound on the error. A particular pair $F,G$ may converge with $AL+q\ge1$ because its two contributions have opposite signs: for $F(y)=y$, $G(x,y)=-x+y/2$ and $m=1$, the step is $y\mapsto-y/2$, although $AL+q=3/2$.

For embedding calculations that satisfy these global bounds, the criterion $AL+q<1$ guarantees convergence for any positive number of inner sweeps, so that number can be chosen by cost.

## From one sweep to $m$ sweeps

Run two inner loops with frozen parameters $x,x'$ and starts $y,y'$. Let $d_k$ be the distance between their results after $k$ sweeps, and let $\delta=\|x-x'\|$. The bound on $G$ gives

$$d_{k+1}\le A\delta+q\,d_k.$$

With $S_m=\sum_{i=0}^{m-1}q^i$, the claim is $d_m\le q^m d_0+A S_m\delta$. It holds for $m=0$, where $S_0=0$. If it holds for $k$, then

$$d_{k+1}\le A\delta+q\,(q^k d_0+A S_k\delta)=q^{k+1}d_0+A(1+qS_k)\delta,$$

and $1+qS_k=S_{k+1}$.

Now set $x=F(y)$ and $x'=F(y')$, so that $\delta\le L d_0$. Since $(1-q)S_m=1-q^m$,

$$\|T_m(y)-T_m(y')\|\le(q^m+ALS_m)\,d_0=r(m)\,\|y-y'\|.$$

## Why the threshold is the same for every $m\ge1$

Factor the distance of $r(m)$ from one:

$$1-r(m)=(1-q^m)-AL\frac{1-q^m}{1-q}=\frac{1-q^m}{1-q}\,\bigl(1-(AL+q)\bigr).$$

For $m\ge1$ the fraction is positive, so $r(m)<1$ exactly when $AL+q<1$. Similarly,

$$r(m)-r(m+1)=q^m(1-q)-ALq^m=q^m\bigl(1-(AL+q)\bigr),$$

which gives the effect of another sweep when $q>0$.

The two ends of the range are simple. One sweep gives $r(1)=AL+q$. As $m\to\infty$, $r(m)\to AL/(1-q)$, the constant for a fully converged inner loop, and this is below one under the same condition.

## The common solution and the scalar model

Suppose $AL+q<1$ and $L\ge0$. The one-sweep map $T_1$ is a contraction, so in a nonempty complete space it has exactly one fixed point $p=G(F(p),p)$. With $F(p)$ frozen, each further sweep leaves $p$ unchanged, hence $T_m(p)=p$ for all $m$. Applying the Lipschitz bound $n$ times gives

$$\|T_m^n(y)-p\|\le r(m)^n\|y-p\|,$$

and the right side tends to zero for $m\ge1$, because $0\le r(m)<1$.

For sharpness take real numbers, $F(y)=Ly$ and $G(x,y)=Ax+qy$, with $A,L\ge0$. At frozen $x$, $m$ sweeps give

$$q^m y+Ax\,\frac{1-q^m}{1-q}.$$

This is $y$ at $m=0$. A further sweep multiplies the expression by $q$ and adds $Ax$, and $q(1-q^m)/(1-q)+1=(1-q^{m+1})/(1-q)$. Setting $x=Ly$ yields $T_m(y)=r(m)y$, so the outer iterates are $r(m)^n y$. From a nonzero start they tend to zero exactly when $r(m)<1$, that is, for $m\ge1$, when $AL+q<1$.

## The complete Lean file

```lean
import Mathlib

open Filter Topology

namespace TruncatedInnerLoop

noncomputable section

variable {X Y : Type*}

/-- One outer step with a truncated inner loop: `F y` is computed once and held fixed while
the inner sweep `G (F y)` is applied `m` times, starting from `y`. -/
def truncatedStep (F : Y → X) (G : X → Y → Y) (m : ℕ) (y : Y) : Y :=
  (G (F y))^[m] y

/-- The constant `q^m + A L (1 - q^m) / (1 - q)` of an outer step with `m` inner sweeps,
for `q ≠ 1`. -/
def truncatedRate (A L q : ℝ) (m : ℕ) : ℝ :=
  q ^ m + A * L * (1 - q ^ m) / (1 - q)

/-- If one inner sweep has sensitivity `A` to the frozen parameter and `q ≥ 0` to the inner
variable, then `m` sweeps have sensitivities `A (1 + q + ... + q^(m-1))` and `q^m`. -/
theorem inner_loop_bound [PseudoMetricSpace X] [PseudoMetricSpace Y] {G : X → Y → Y}
    {A q : ℝ} (hq : 0 ≤ q)
    (hG : ∀ x x' y y', dist (G x y) (G x' y') ≤ A * dist x x' + q * dist y y')
    (x x' : X) (y y' : Y) (m : ℕ) :
    dist ((G x)^[m] y) ((G x')^[m] y') ≤
      q ^ m * dist y y' + A * (∑ i ∈ Finset.range m, q ^ i) * dist x x' := by
  induction m with
  | zero => simp
  | succ k ih =>
    rw [Function.iterate_succ_apply', Function.iterate_succ_apply', geom_sum_succ]
    have h1 := hG x x' ((G x)^[k] y) ((G x')^[k] y')
    have h2 := mul_le_mul_of_nonneg_left ih hq
    refine (h1.trans (add_le_add le_rfl h2)).trans (le_of_eq ?_)
    ring

/-- Suppose the inner sweep satisfies `dist (G x y) (G x' y') ≤ A * dist x x' + q * dist y y'` with
`A ≥ 0` and `0 ≤ q < 1`, and `F` is `L`-Lipschitz. Then the outer step with `m` inner sweeps is
Lipschitz with constant `q^m + A L (1 - q^m) / (1 - q)`. -/
theorem truncatedStep_lipschitz [PseudoMetricSpace X] [PseudoMetricSpace Y]
    {F : Y → X} {G : X → Y → Y} {A L q : ℝ} (hA : 0 ≤ A) (hq : 0 ≤ q) (hq1 : q < 1)
    (hG : ∀ x x' y y', dist (G x y) (G x' y') ≤ A * dist x x' + q * dist y y')
    (hF : ∀ y y', dist (F y) (F y') ≤ L * dist y y') (m : ℕ) (y y' : Y) :
    dist (truncatedStep F G m y) (truncatedStep F G m y') ≤
      truncatedRate A L q m * dist y y' := by
  have hS : 0 ≤ ∑ i ∈ Finset.range m, q ^ i := Finset.sum_nonneg fun i _ => pow_nonneg hq i
  -- sum the geometric series of accumulated parameter errors
  have hs : ∑ i ∈ Finset.range m, q ^ i = (1 - q ^ m) / (1 - q) := by
    have hne : 1 - q ≠ 0 := by linarith
    rw [eq_div_iff hne]
    linear_combination -(geom_sum_mul q m)
  have h1 := inner_loop_bound hq hG (F y) (F y') y y' m
  have h2 := mul_le_mul_of_nonneg_left (hF y y') (mul_nonneg hA hS)
  refine (h1.trans (add_le_add le_rfl h2)).trans (le_of_eq ?_)
  rw [hs, truncatedRate]
  ring

/-- For `0 ≤ q < 1` and at least one inner sweep, the constant of the truncated step is below
one exactly when `A L + q < 1`, whatever the number of sweeps. -/
theorem truncatedRate_lt_one_iff {A L q : ℝ} (hq : 0 ≤ q) (hq1 : q < 1) {m : ℕ}
    (hm : m ≠ 0) : truncatedRate A L q m < 1 ↔ A * L + q < 1 := by
  have hne : 1 - q ≠ 0 := by linarith
  have hc : 0 < (1 - q ^ m) / (1 - q) :=
    div_pos (sub_pos.2 (pow_lt_one₀ hq hq1 hm)) (sub_pos.2 hq1)
  -- the distance to one factorises
  have key : 1 - truncatedRate A L q m = (1 - q ^ m) / (1 - q) * (1 - (A * L + q)) := by
    unfold truncatedRate
    field_simp
    ring
  rw [← sub_pos, key, mul_pos_iff_of_pos_left hc, sub_pos]

/-- For `0 < q < 1`, one more inner sweep lowers the constant of the truncated step exactly
when `A L + q < 1`. -/
theorem truncatedRate_succ_lt_iff {A L q : ℝ} (hq : 0 < q) (hq1 : q < 1) (m : ℕ) :
    truncatedRate A L q (m + 1) < truncatedRate A L q m ↔ A * L + q < 1 := by
  have hne : 1 - q ≠ 0 := by linarith
  have key : truncatedRate A L q m - truncatedRate A L q (m + 1) =
      q ^ m * (1 - (A * L + q)) := by
    unfold truncatedRate
    field_simp
    ring
  rw [← sub_pos, key, mul_pos_iff_of_pos_left (pow_pos hq m), sub_pos]

/-- The constant of the truncated step is nonnegative for `A, L ≥ 0` and `0 ≤ q < 1`. -/
theorem truncatedRate_nonneg {A L q : ℝ} (hA : 0 ≤ A) (hL : 0 ≤ L) (hq : 0 ≤ q)
    (hq1 : q < 1) (m : ℕ) : 0 ≤ truncatedRate A L q m :=
  add_nonneg (pow_nonneg hq m) (div_nonneg (mul_nonneg (mul_nonneg hA hL)
    (sub_nonneg.2 (pow_le_one₀ hq hq1.le))) (sub_nonneg.2 hq1.le))

/-- Let `Y` be nonempty and complete, let `F` be `L`-Lipschitz, and let `G` satisfy
`dist (G x y) (G x' y') ≤ A * dist x x' + q * dist y y'`, with `A, L, q ≥ 0` and `A L + q < 1`. Then
there is exactly one self-consistent point `p = G (F p) p`. For every number `m ≥ 1` of inner sweeps
the outer iteration converges to this same `p`, with error at most `truncatedRate A L q m ^ n` times
the initial error after `n` steps. -/
theorem outer_loop_converges [PseudoMetricSpace X] [MetricSpace Y] [CompleteSpace Y]
    [Nonempty Y] {F : Y → X} {G : X → Y → Y} {A L q : ℝ}
    (hA : 0 ≤ A) (hL : 0 ≤ L) (hq : 0 ≤ q) (h : A * L + q < 1)
    (hG : ∀ x x' y y', dist (G x y) (G x' y') ≤ A * dist x x' + q * dist y y')
    (hF : ∀ y y', dist (F y) (F y') ≤ L * dist y y') :
    ∃ p, G (F p) p = p ∧ (∀ p', G (F p') p' = p' → p' = p) ∧
      ∀ m : ℕ, m ≠ 0 → ∀ y,
        (∀ n : ℕ, dist ((truncatedStep F G m)^[n] y) p ≤
          truncatedRate A L q m ^ n * dist y p) ∧
        Tendsto (fun n : ℕ => (truncatedStep F G m)^[n] y) atTop (𝓝 p) := by
  have hAL := mul_nonneg hA hL
  have hq1 : q < 1 := by linarith
  obtain ⟨K, hK⟩ : ∃ K : NNReal, (K : ℝ) = A * L + q := ⟨⟨_, add_nonneg hAL hq⟩, rfl⟩
  -- the single-sweep map is a contraction and supplies the self-consistent point
  have hc : ContractingWith K (fun y => G (F y) y) := by
    refine ⟨?_, LipschitzWith.of_dist_le_mul fun y y' => ?_⟩
    · rw [← NNReal.coe_lt_coe, hK, NNReal.coe_one]
      exact h
    · rw [hK]
      have h1 := hG (F y) (F y') y y'
      have h2 := mul_le_mul_of_nonneg_left (hF y y') hA
      linarith
  obtain ⟨p, hp, hu⟩ : ∃ p, G (F p) p = p ∧ ∀ p', G (F p') p' = p' → p' = p :=
    ⟨ContractingWith.fixedPoint _ hc, hc.fixedPoint_isFixedPt,
      fun _ hp' => hc.fixedPoint_unique hp'⟩
  refine ⟨p, hp, hu, fun m hm y => ?_⟩
  have hT : truncatedStep F G m p = p := Function.iterate_fixed hp m
  have h0 := truncatedRate_nonneg hA hL hq hq1 m
  have hb : ∀ n : ℕ, dist ((truncatedStep F G m)^[n] y) p ≤
      truncatedRate A L q m ^ n * dist y p := by
    intro n
    induction n with
    | zero => simp
    | succ n ih =>
      rw [Function.iterate_succ_apply']
      have h1 := truncatedStep_lipschitz hA hq hq1 hG hF m ((truncatedStep F G m)^[n] y) p
      rw [hT] at h1
      refine (h1.trans (mul_le_mul_of_nonneg_left ih h0)).trans (le_of_eq ?_)
      ring
  refine ⟨hb, tendsto_iff_dist_tendsto_zero.2 (squeeze_zero (fun _ => dist_nonneg) hb ?_)⟩
  have ht := (tendsto_pow_atTop_nhds_zero_of_lt_one h0
    ((truncatedRate_lt_one_iff hq hq1 hm).2 h)).mul_const (dist y p)
  rwa [zero_mul] at ht

/-- For `A, L, q ≥ 0` and `q ≠ 1`, the scalar model `F y = L y`, `G x y = A x + q y` satisfies
both Lipschitz bounds, and its truncated step is multiplication by `truncatedRate A L q m`. -/
theorem linear_model_witness {A L q : ℝ} (hA : 0 ≤ A) (hL : 0 ≤ L) (hq : 0 ≤ q)
    (hq1 : q ≠ 1) :
    (∀ x x' y y' : ℝ, dist (A * x + q * y) (A * x' + q * y') ≤
      A * dist x x' + q * dist y y') ∧
    (∀ y y' : ℝ, dist (L * y) (L * y') ≤ L * dist y y') ∧
    ∀ (m : ℕ) (y : ℝ), truncatedStep (fun y => L * y) (fun x y => A * x + q * y) m y =
      truncatedRate A L q m * y := by
  refine ⟨fun x x' y y' => ?_, fun y y' => ?_, fun m y => ?_⟩
  · rw [Real.dist_eq, Real.dist_eq, Real.dist_eq]
    calc |A * x + q * y - (A * x' + q * y')| = |A * (x - x') + q * (y - y')| := by
          congr 1
          ring
      _ ≤ |A * (x - x')| + |q * (y - y')| := abs_add_le _ _
      _ = A * |x - x'| + q * |y - y'| := by
          rw [abs_mul, abs_mul, abs_of_nonneg hA, abs_of_nonneg hq]
  · rw [Real.dist_eq, Real.dist_eq, ← mul_sub, abs_mul, abs_of_nonneg hL]
  · have hne : 1 - q ≠ 0 := sub_ne_zero.2 hq1.symm
    -- closed form of the inner loop at frozen parameter
    have hi : ∀ x : ℝ, (fun y => A * x + q * y)^[m] y =
        q ^ m * y + A * x * (1 - q ^ m) / (1 - q) := by
      intro x
      induction m with
      | zero => simp
      | succ k ih =>
        rw [Function.iterate_succ_apply', ih]
        field_simp
        ring
    unfold truncatedStep truncatedRate
    rw [hi]
    ring

/-- Sharpness: for `A, L ≥ 0`, `0 ≤ q < 1` and `m ≥ 1`, the outer iteration of the scalar model
`F y = L y`, `G x y = A x + q y` from a nonzero start tends to zero exactly when
`A L + q < 1`. -/
theorem linear_model_converges_iff {A L q : ℝ} (hA : 0 ≤ A) (hL : 0 ≤ L) (hq : 0 ≤ q)
    (hq1 : q < 1) {m : ℕ} (hm : m ≠ 0) {y : ℝ} (hy : y ≠ 0) :
    Tendsto (fun n : ℕ =>
      (truncatedStep (fun y => L * y) (fun x y => A * x + q * y) m)^[n] y) atTop (𝓝 0) ↔
      A * L + q < 1 := by
  have hstep := (linear_model_witness hA hL hq hq1.ne).2.2 m
  have hit : ∀ n : ℕ, (truncatedStep (fun y => L * y) (fun x y => A * x + q * y) m)^[n] y =
      truncatedRate A L q m ^ n * y := by
    intro n
    induction n with
    | zero => simp
    | succ n ih =>
      rw [Function.iterate_succ_apply', ih, hstep]
      ring
  simp only [hit]
  rw [← truncatedRate_lt_one_iff hq hq1 hm]
  constructor
  · intro h
    -- divide by the nonzero start to isolate the powers of the rate
    have h2 := h.mul_const y⁻¹
    rw [zero_mul] at h2
    have h3 : Tendsto (fun n : ℕ => truncatedRate A L q m ^ n) atTop (𝓝 0) :=
      h2.congr fun n => mul_inv_cancel_right₀ hy _
    exact (le_abs_self _).trans_lt (tendsto_pow_atTop_nhds_zero_iff.1 h3)
  · intro h
    have h2 := (tendsto_pow_atTop_nhds_zero_of_lt_one
      (truncatedRate_nonneg hA hL hq hq1 m) h).mul_const y
    rwa [zero_mul] at h2

end

end TruncatedInnerLoop
```

```lean
#print axioms TruncatedInnerLoop.truncatedStep_lipschitz
#print axioms TruncatedInnerLoop.truncatedRate_succ_lt_iff
#print axioms TruncatedInnerLoop.outer_loop_converges
#print axioms TruncatedInnerLoop.linear_model_converges_iff
```

```
'TruncatedInnerLoop.truncatedStep_lipschitz' depends on axioms: [propext, Classical.choice, Quot.sound]
'TruncatedInnerLoop.truncatedRate_succ_lt_iff' depends on axioms: [propext, Classical.choice, Quot.sound]
'TruncatedInnerLoop.outer_loop_converges' depends on axioms: [propext, Classical.choice, Quot.sound]
'TruncatedInnerLoop.linear_model_converges_iff' depends on axioms: [propext, Classical.choice, Quot.sound]
```

## How the lemmas carry the argument

`inner_loop_bound` is the induction on $m$. The rewrite `Function.iterate_succ_apply'` exposes the last sweep, `hG` bounds it, and `ih` multiplied by $q$ bounds what came before. The identity $S_{k+1}=qS_k+1$ is `geom_sum_succ`, and `ring` collects the terms.

`truncatedStep_lipschitz` applies this lemma at `F y` and `F y'`. Its step `hs` sums the geometric series. The bound `hF` is then multiplied by $AS_m$, which is why $A\ge0$ and $S_m\ge0$ are used.

In both threshold lemmas, `key` is the factorisation derived above, checked by `field_simp` and `ring`. The positive factor is then removed with `mul_pos_iff_of_pos_left`. `truncatedRate_nonneg` supplies $r(m)\ge0$, needed when error bounds are multiplied together.

`outer_loop_converges` first shows that the one-sweep map satisfies `ContractingWith K`, where `K` is $AL+q$ stored as a nonnegative real. Mathlib's contraction theorem then supplies $p$ and its uniqueness. `Function.iterate_fixed` gives $T_m(p)=p$, the induction `hb` gives the $n$-step error bound, and `squeeze_zero` turns it into convergence.

`linear_model_witness` checks both Lipschitz bounds for the scalar model and proves the inner closed form as `hi`. In `linear_model_converges_iff`, `hit` identifies the iterates as $r(m)^n y$. For the forward direction, multiplication by $y^{-1}$ isolates the powers $r(m)^n$; their convergence to zero forces $|r(m)|<1$, hence $r(m)<1$. The reverse direction uses $0\le r(m)<1$.
